# The iso-orbital indicator $\beta=\alpha/(1+\alpha+5p/3)$ is Lipschitz on $p,\alpha\ge0$, while $\tau_W/\tau$ has no limit at the origin

Many meta-GGA functionals take, at each grid point, the density $n$, its gradient and the orbital kinetic energy density $\tau=\tfrac12\sum_i|\nabla\psi_i|^2$ (sum over the occupied spin orbitals $\psi_i$, atomic units), and form from them a dimensionless indicator of one-orbital character. How an error in the reduced inputs $p$ and $\alpha$, defined below, passes into that indicator depends on which one is used. For $p,\alpha\ge0$, the indicator $\beta$ changes by at most $|\Delta\alpha|+\tfrac5{12}|\Delta p|$, whereas $z=\tau_W/\tau$ takes the values $0$ and $1$ arbitrarily close to $p=\alpha=0$. That point occurs at the bond midpoint of H$_2$ in a model with one real, doubly occupied orbital, where $\tau=\tau_W$ and $\nabla n=0$. In that model $\alpha=0$ everywhere and the exact $z$ equals $1$ wherever $\nabla n\ne0$, so the missing limit concerns inputs perturbed off the edge $\alpha=0$ near the midpoint, not the exact $z$ as a function of position.

```lean
import Mathlib

open Filter Topology Set

namespace IsoOrbitalBeta

noncomputable section
```

## Indicators in units of the uniform-gas energy density

For a spin-unpolarised density $n>0$ in atomic units, the von Weizsäcker and uniform-gas kinetic energy densities are $\tau_W=|\nabla n|^2/8n$ and $\tau_U=\tfrac3{10}(3\pi^2)^{2/3}n^{5/3}$. With the squared reduced gradient $p=|\nabla n|^2/[4(3\pi^2)^{2/3}n^{8/3}]$ and $\alpha=(\tau-\tau_W)/\tau_U$, one has $\tau_W/\tau_U=5p/3$ and $\tau/\tau_U=\alpha+5p/3$. Hence
$$\beta=\frac{\tau-\tau_W}{\tau+\tau_U}=\frac{\alpha}{1+\alpha+5p/3},\qquad z=\frac{\tau_W}{\tau}=\frac{5p/3}{\alpha+5p/3}.$$
Lean takes the right-hand sides as definitions on real numbers, writing `a` for $\alpha$. Densities and orbitals do not appear, so the reduction to $(p,\alpha)$ is an input.

```lean
/-- The indicator `β = α / (1 + α + 5p/3)` as a function of the squared reduced gradient `p`
and of `α`. -/
def beta (p a : ℝ) : ℝ := a / (1 + a + 5 * p / 3)

/-- The indicator `z = τW/τ`, written with `τW/τU = 5p/3` and `τ/τU = α + 5p/3`. -/
def z (p a : ℝ) : ℝ := (5 * p / 3) / (a + 5 * p / 3)
```

The domain is the closed `quadrant` of pairs $(p,\alpha)$. The condition $p\ge0$ holds because $p$ is a square, and $\alpha\ge0$ stands for the inequality $\tau\ge\tau_W$, which is assumed and not derived.

```lean
/-- The physical domain `p ≥ 0`, `α ≥ 0` of pairs `(p, α)`. -/
def quadrant : Set (ℝ × ℝ) := {x | 0 ≤ x.1 ∧ 0 ≤ x.2}
```

## Varying $\alpha$ at fixed $p$

Let $a,b\ge0$ be two values of $\alpha$ and put $u=5p/3$. Since $a(1+b+u)-b(1+a+u)=(a-b)(1+u)$,
$$\beta(p,a)-\beta(p,b)=(a-b)\,\frac{1+u}{(1+a+u)(1+b+u)}.$$
Each denominator is at least $1+u\ge1$, so their product is at least $1+u$ and the factor lies in $[0,1]$. In the proof `h` is the identity, while `hw` and `hw1` are the two bounds on the factor, the upper one obtained by `nlinarith` from products of nonnegative variables.

```lean
/-- At fixed `p ≥ 0` and between two values `a, b ≥ 0` of `α`, `β` changes by no more than `α` does.
-/
theorem beta_lipschitz_alpha {p a b : ℝ} (hp : 0 ≤ p) (ha : 0 ≤ a) (hb : 0 ≤ b) :
    |beta p a - beta p b| ≤ |a - b| := by
  have h1 : 0 < 1 + a + 5 * p / 3 := by positivity
  have h2 : 0 < 1 + b + 5 * p / 3 := by positivity
  have h : beta p a - beta p b
      = (a - b) * ((1 + 5 * p / 3) / ((1 + a + 5 * p / 3) * (1 + b + 5 * p / 3))) := by
    unfold beta
    rw [div_sub_div _ _ h1.ne' h2.ne', ← mul_div_assoc]
    congr 1
    ring
  have hw : 0 ≤ (1 + 5 * p / 3) / ((1 + a + 5 * p / 3) * (1 + b + 5 * p / 3)) := by
    positivity
  have hw1 : (1 + 5 * p / 3) / ((1 + a + 5 * p / 3) * (1 + b + 5 * p / 3)) ≤ 1 := by
    rw [div_le_one (mul_pos h1 h2)]
    nlinarith [mul_nonneg ha hb, mul_nonneg ha hp, mul_nonneg hb hp, mul_nonneg hp hp]
  rw [h, abs_mul, abs_of_nonneg hw]
  exact mul_le_of_le_one_right (abs_nonneg _) hw1
```

## Varying $p$ at fixed $\alpha$

Let $p,q\ge0$ be two values of the gradient variable, with $D_p=1+a+5p/3$ and $D_q=1+a+5q/3$. Then
$$\beta(p,a)-\beta(q,a)=\frac{a(D_q-D_p)}{D_pD_q}=(q-p)\,\frac{\tfrac53a}{D_pD_q}.$$
Here $D_pD_q\ge(1+a)^2\ge4a$, the last step being $(a-1)^2\ge0$, so the factor is at most $\tfrac53\cdot\tfrac14=\tfrac5{12}$. The hint `sq_nonneg (a - 1)` supplies that square.

```lean
/-- At fixed `α ≥ 0` and between two values `p, q ≥ 0` of the gradient variable, `β` changes by at
most `5/12` times `|p - q|`. -/
theorem beta_lipschitz_p {p q a : ℝ} (hp : 0 ≤ p) (hq : 0 ≤ q) (ha : 0 ≤ a) :
    |beta p a - beta q a| ≤ 5 / 12 * |p - q| := by
  have h1 : 0 < 1 + a + 5 * p / 3 := by positivity
  have h2 : 0 < 1 + a + 5 * q / 3 := by positivity
  have h : beta p a - beta q a
      = (q - p) * ((5 / 3 * a) / ((1 + a + 5 * p / 3) * (1 + a + 5 * q / 3))) := by
    unfold beta
    rw [div_sub_div _ _ h1.ne' h2.ne', ← mul_div_assoc]
    congr 1
    ring
  have hw : 0 ≤ (5 / 3 * a) / ((1 + a + 5 * p / 3) * (1 + a + 5 * q / 3)) := by
    positivity
  -- the product of denominators is at least (1 + a)² ≥ 4a
  have hw1 : (5 / 3 * a) / ((1 + a + 5 * p / 3) * (1 + a + 5 * q / 3)) ≤ 5 / 12 := by
    rw [div_le_iff₀ (mul_pos h1 h2)]
    nlinarith [sq_nonneg (a - 1), mul_nonneg ha hp, mul_nonneg ha hq, mul_nonneg hp hq]
  rw [h, abs_mul, abs_of_nonneg hw, abs_sub_comm q p, mul_comm (5 / 12 : ℝ)]
  exact mul_le_mul_of_nonneg_left hw1 (abs_nonneg _)
```

## The combined bound and its constants

The triangle inequality `abs_sub_le` through the point $(p,b)$ adds the two estimates. For all $p,q,a,b\ge0$,
$$|\beta(p,a)-\beta(q,b)|\le|a-b|+\tfrac5{12}|p-q|.$$

```lean
/-- Main bound: on `p, α ≥ 0`, `|β(p,a) - β(q,b)| ≤ |a - b| + (5/12) |p - q|`. -/
theorem beta_lipschitz {p q a b : ℝ} (hp : 0 ≤ p) (hq : 0 ≤ q) (ha : 0 ≤ a) (hb : 0 ≤ b) :
    |beta p a - beta q b| ≤ |a - b| + 5 / 12 * |p - q| := by
  -- pass through the intermediate point (p, b)
  have h := abs_sub_le (beta p a) (beta p b) (beta q b)
  have h1 := beta_lipschitz_alpha hp ha hb
  have h2 := beta_lipschitz_p hp hq hb
  linarith
```

Suppose real numbers $L,M$ give a bound $L|a-b|+M|p-q|$ on the whole quadrant. Comparing $(0,a)$ with the origin gives $a/(1+a)\le La$, so $1\le L(1+a)$ for every $a>0$, and $a\to0$ yields $L\ge1$. Comparing $(0,1)$ with $(q,1)$ gives
$$\frac12-\frac{3}{6+5q}=\frac{5q}{12+10q}\le Mq,$$
so $5\le M(12+10q)$ for every $q>0$, and $q\to0$ yields $M\ge\tfrac5{12}$. In the code, the statements named `key` are $1\le L(1+a)$ for all $a>0$ and $5\le M(12+10q)$ for all $q>0$. Lean replaces each limit by one test value. If $L<1$, the choice $a=(1-L)/2$ gives $(1-L)(2-L)\le0$, which is false. If $M<\tfrac5{12}$, the choice $q=(5-12M)/10$ gives $(5-12M)(1-M)\le0$, which is also false.

```lean
/-- Both constants are optimal: any bound `L |a - b| + M |p - q|` valid on the whole domain has
`L ≥ 1` and `M ≥ 5/12`. -/
theorem beta_lipschitz_sharp {L M : ℝ}
    (h : ∀ p q a b : ℝ, 0 ≤ p → 0 ≤ q → 0 ≤ a → 0 ≤ b →
      |beta p a - beta q b| ≤ L * |a - b| + M * |p - q|) :
    1 ≤ L ∧ 5 / 12 ≤ M := by
  constructor
  · -- test (0, a) against the origin
    have key : ∀ a : ℝ, 0 < a → 1 ≤ L * (1 + a) := by
      intro a ha
      have h0 := le_trans (le_abs_self _) (h 0 0 a 0 le_rfl le_rfl ha.le le_rfl)
      have e : beta 0 a - beta 0 0 = a / (1 + a) := by simp [beta]
      rw [e, sub_zero, sub_self, abs_zero, mul_zero, add_zero, abs_of_pos ha,
        div_le_iff₀ (by positivity)] at h0
      have h3 : a * 1 ≤ a * (L * (1 + a)) := by linarith
      exact le_of_mul_le_mul_left h3 ha
    by_contra hL
    have hL' : 0 < 1 - L := by linarith [not_le.mp hL]
    have h4 := key ((1 - L) / 2) (by positivity)
    nlinarith [mul_pos hL' hL']
  · -- test (0, 1) against (q, 1)
    have key : ∀ q : ℝ, 0 < q → 5 ≤ M * (12 + 10 * q) := by
      intro q hq
      have h0 := le_trans (le_abs_self _) (h 0 q 1 1 le_rfl hq.le zero_le_one zero_le_one)
      have e : beta 0 1 - beta q 1 = 5 * q / (12 + 10 * q) := by
        unfold beta
        field_simp
        ring
      rw [e, sub_self, abs_zero, mul_zero, zero_add, zero_sub, abs_neg, abs_of_pos hq,
        div_le_iff₀ (by positivity)] at h0
      have h3 : q * 5 ≤ q * (M * (12 + 10 * q)) := by linarith
      exact le_of_mul_le_mul_left h3 hq
    by_contra hM
    have hM' : 0 < 5 - 12 * M := by linarith [not_le.mp hM]
    have h4 := key ((5 - 12 * M) / 10) (by positivity)
    nlinarith [mul_pos hM' hM']
```

## The limit of $\beta$ at the origin

Lean's distance on `ℝ × ℝ` is $d=\max(|p-q|,|a-b|)$. Both differences are at most $d$ (`h1`, `h2`), so $|\beta(p,a)-\beta(q,b)|\le(1+\tfrac5{12})\,d=\tfrac{17}{12}\,d$ on the closed quadrant, origin included. No theorem here says that $\tfrac{17}{12}$ is the smallest constant for this metric.

```lean
/-- `β` is Lipschitz with constant `17/12` on the closed domain, distances between pairs
`(p, α)` being measured in the maximum metric. -/
theorem beta_lipschitzOnWith :
    LipschitzOnWith (17 / 12) (fun x : ℝ × ℝ => beta x.1 x.2) quadrant := by
  refine LipschitzOnWith.of_dist_le_mul fun x hx y hy => ?_
  have h := beta_lipschitz hx.1 hy.1 hx.2 hy.2
  have h1 : |x.1 - y.1| ≤ dist x y := by
    rw [Prod.dist_eq, ← Real.dist_eq]
    exact le_max_left _ _
  have h2 : |x.2 - y.2| ≤ dist x y := by
    rw [Prod.dist_eq, ← Real.dist_eq]
    exact le_max_right _ _
  have hK : ((17 / 12 : NNReal) : ℝ) = 17 / 12 := by norm_num
  rw [hK, Real.dist_eq]
  linarith
```

A Lipschitz function is continuous on its domain, so $\beta\to\beta(0,0)=0$. The filter `𝓝[quadrant \ {(0, 0)}] (0, 0)` means approach to the origin through the other points of the quadrant, along any path. The proof takes the limit within the full quadrant and restricts it with `mono_left`.

```lean
/-- `β` tends to `0` as `(p, α)` approaches the origin through the other points of the
domain. -/
theorem beta_tendsto_origin :
    Tendsto (fun x : ℝ × ℝ => beta x.1 x.2) (𝓝[quadrant \ {(0, 0)}] (0, 0)) (𝓝 0) := by
  have h0 : ((0, 0) : ℝ × ℝ) ∈ quadrant := ⟨le_rfl, le_rfl⟩
  have h : Tendsto (fun x : ℝ × ℝ => beta x.1 x.2) (𝓝[quadrant] (0, 0)) (𝓝 (beta 0 0)) :=
    beta_lipschitzOnWith.continuousOn _ h0
  have e : beta 0 0 = 0 := by simp [beta]
  rw [e] at h
  exact h.mono_left (nhdsWithin_mono _ (fun _ hx => hx.1))
```

## Direction dependence of $\tau_W/\tau$

For $t>0$ the factor $t$ cancels,
$$z(tp,ta)=\frac{t\,(5p/3)}{t\,(a+5p/3)}=z(p,a).$$
Suppose $z$ tends to a number $L$ at the origin, and take any $(p,a)\ne(0,0)$ in the quadrant. As $t\to0^+$ the ray $(tp,ta)$ approaches the origin inside the punctured quadrant (`hray`). Along it $z$ tends to $z(p,a)$ by constancy (`hconst`) and to $L$ by assumption (`hL`), and uniqueness of limits gives $z(p,a)=L$. Removing the origin from the filter keeps Lean's convention $0/0=0$ for `z 0 0` out of the statement.

```lean
/-- If `z` tends to `L` at the origin, then `z` equals `L` at every point of the domain other
than the origin. -/
theorem z_eq_of_tendsto_origin {L p a : ℝ}
    (h : Tendsto (fun x : ℝ × ℝ => z x.1 x.2) (𝓝[quadrant \ {(0, 0)}] (0, 0)) (𝓝 L))
    (hx : (p, a) ∈ quadrant \ {(0, 0)}) : z p a = L := by
  -- the ray through (p, a) runs into the origin inside the punctured domain
  have hc : Continuous (fun t : ℝ => (t * p, t * a)) := by fun_prop
  have hray : Tendsto (fun t : ℝ => (t * p, t * a)) (𝓝[>] 0)
      (𝓝[quadrant \ {(0, 0)}] (0, 0)) := by
    refine tendsto_nhdsWithin_iff.2
      ⟨(hc.tendsto' 0 (0, 0) (by simp)).mono_left nhdsWithin_le_nhds, ?_⟩
    filter_upwards [self_mem_nhdsWithin] with t ht
    have ht' : 0 < t := ht
    refine ⟨⟨mul_nonneg ht'.le hx.1.1, mul_nonneg ht'.le hx.1.2⟩, fun h0 => hx.2 ?_⟩
    simp only [mem_singleton_iff, Prod.mk.injEq] at h0 ⊢
    exact ⟨(mul_eq_zero.1 h0.1).resolve_left ht'.ne', (mul_eq_zero.1 h0.2).resolve_left ht'.ne'⟩
  -- z is constant along the ray
  have hconst : Tendsto (fun t : ℝ => z (t * p) (t * a)) (𝓝[>] 0) (𝓝 (z p a)) := by
    refine tendsto_const_nhds.congr' ?_
    filter_upwards [self_mem_nhdsWithin] with t ht
    have ht' : 0 < t := ht
    have e1 : t * a + 5 * (t * p) / 3 = t * (a + 5 * p / 3) := by ring
    have e2 : 5 * (t * p) / 3 = t * (5 * p / 3) := by ring
    unfold z
    rw [e1, e2, mul_div_mul_left _ _ ht'.ne']
  have hL : Tendsto (fun t : ℝ => z (t * p) (t * a)) (𝓝[>] 0) (𝓝 L) := h.comp hray
  exact tendsto_nhds_unique hconst hL
```

On the one-orbital edge $\alpha=0$ one has $z(1,0)=1$, and on the zero-gradient edge $p=0$ one has $z(0,1)=0$. A limit would need $L=1$ and $L=0$, so no real limit exists, and no value assigned at the origin makes $z$ continuous there.

```lean
/-- `z = τW/τ` has no limit as `(p, α)` approaches the origin through the other points of the
domain. -/
theorem z_no_limit_origin :
    ¬ ∃ L : ℝ, Tendsto (fun x : ℝ × ℝ => z x.1 x.2)
      (𝓝[quadrant \ {(0, 0)}] (0, 0)) (𝓝 L) := by
  rintro ⟨L, h⟩
  -- z = 1 at (1, 0) and z = 0 at (0, 1)
  have h1 := z_eq_of_tendsto_origin (p := 1) (a := 0) h ⟨⟨zero_le_one, le_rfl⟩, by simp⟩
  have h2 := z_eq_of_tendsto_origin (p := 0) (a := 1) h ⟨⟨le_rfl, zero_le_one⟩, by simp⟩
  have e1 : z 1 0 = 1 := by norm_num [z]
  have e2 : z 0 1 = 0 := by norm_num [z]
  linarith

end

end IsoOrbitalBeta
```

```lean
#print axioms IsoOrbitalBeta.beta_lipschitz
-- 'IsoOrbitalBeta.beta_lipschitz' depends on axioms: [propext, Classical.choice, Quot.sound]
#print axioms IsoOrbitalBeta.beta_lipschitz_sharp
-- 'IsoOrbitalBeta.beta_lipschitz_sharp' depends on axioms: [propext, Classical.choice, Quot.sound]
#print axioms IsoOrbitalBeta.beta_tendsto_origin
-- 'IsoOrbitalBeta.beta_tendsto_origin' depends on axioms: [propext, Classical.choice, Quot.sound]
#print axioms IsoOrbitalBeta.z_no_limit_origin
-- 'IsoOrbitalBeta.z_no_limit_origin' depends on axioms: [propext, Classical.choice, Quot.sound]
```

## Evaluation on a grid

What follows describes floating-point practice and is not the content of any theorem above. A routine can compute $\beta$ as $(\tau-\tau_W)/(\tau+\tau_U)$, whose denominator is at least $\tau_U>0$ wherever $n>0$ and $\tau\ge0$, while $\tau_W/\tau$ needs a guard against $0/0$. Rounding can produce $\tau<\tau_W$, and replacing $\alpha$ by $\max(\alpha,0)$ returns the point to the quadrant. The bound concerns $p$ and $\alpha$ only. Both are obtained by dividing by powers of $n$, so in density tails small absolute errors in $\tau$ or $\nabla n$ can be large errors in them. Derivatives of $\beta$, which enter the potential, are not treated.
